# The common tangent of two equally stiff parabolic phases gives their convex envelope

When two phases with parabolic free energies coexist, the lower of the two curves is replaced by a common tangent between the points of contact. If both parabolas have the same positive curvature and different centres, there is exactly one common tangent, and its slope is a simple quotient. Write

f₁(x) = k(x − x₁)²/2 + c₁, f₂(x) = k(x − x₂)²/2 + c₂,

where x is a composition or another conserved order parameter, and put

s = (c₂ − c₁)/(x₂ − x₁), α = x₁ + s/k, β = x₂ + s/k.

For k > 0 and x₁ < x₂, the convex envelope of min(f₁, f₂) on the real line is f₁ up to α, a straight line of slope s up to β, and f₂ beyond.

In Lean 4 with Mathlib:

```lean
import Mathlib

open Set

namespace ParabolicPhaseEnvelope

noncomputable section
```

## One stiffness for both phases

The shared k says that both phases resist a change of x equally. It is built into the model: `phase` is used with the same `k` for each phase.

```lean
/-- Parabolic free energy of stiffness `k`, centred at `x₀`, with value `c` there. -/
def phase (k x₀ c x : ℝ) : ℝ := k * (x - x₀) ^ 2 / 2 + c
```

The slope s is the common value of the field conjugate to x, which, for a mole fraction in a binary system with free energies per mole, is the difference between the chemical potentials of the two components.

```lean
/-- The difference `c₂ - c₁` divided by the difference `x₂ - x₁`. -/
def tieSlope (x₁ x₂ c₁ c₂ : ℝ) : ℝ := (c₂ - c₁) / (x₂ - x₁)
```

The tangent is L(x) = c₁ + s(x − x₁) − s²/(2k).

```lean
/-- The straight line of slope `s = tieSlope x₁ x₂ c₁ c₂` with value `c₁ - s² / (2 k)` at `x₁`. -/
def tieLine (k x₁ x₂ c₁ c₂ x : ℝ) : ℝ :=
  c₁ + tieSlope x₁ x₂ c₁ c₂ * (x - x₁) - tieSlope x₁ x₂ c₁ c₂ ^ 2 / (2 * k)
```

`envelope` is the three-part function E, written out explicitly; that it is the convex envelope remains to be proved.

```lean
/-- The piecewise free energy: first phase, then tie line, then second phase. -/
def envelope (k x₁ x₂ c₁ c₂ x : ℝ) : ℝ :=
  if x ≤ x₁ + tieSlope x₁ x₂ c₁ c₂ / k then phase k x₁ c₁ x
  else if x ≤ x₂ + tieSlope x₁ x₂ c₁ c₂ / k then tieLine k x₁ x₂ c₁ c₂ x
  else phase k x₂ c₂ x
```

By hand, equal stiffness enters when the square is completed:

f₁(x) − L(x) = k(x − x₁)²/2 − s(x − x₁) + s²/(2k) = (k/2)(x − α)².

Since c₁ = c₂ − s(x₂ − x₁), also L(x) = c₂ + s(x − x₂) − s²/(2k), and the same step gives

f₂(x) − L(x) = (k/2)(x − β)².

So L touches f₁ at α and f₂ at β. The next two lemmas are these identities; `field_simp` and `ring` do the algebra.

```lean
variable {k x₁ x₂ : ℝ}

/-- The first phase exceeds the tie line by a parabola centred at `x₁ + s/k`. -/
theorem phase_one_eq (hk : 0 < k) (x₁ x₂ c₁ c₂ x : ℝ) :
    phase k x₁ c₁ x = tieLine k x₁ x₂ c₁ c₂ x
      + k / 2 * (x - (x₁ + tieSlope x₁ x₂ c₁ c₂ / k)) ^ 2 := by
  unfold phase tieLine
  generalize tieSlope x₁ x₂ c₁ c₂ = s
  have hk' := hk.ne'
  field_simp
  ring

/-- The second phase exceeds the tie line by a parabola centred at `x₂ + s/k`. -/
theorem phase_two_eq (hk : 0 < k) (hx : x₁ < x₂) (c₁ c₂ x : ℝ) :
    phase k x₂ c₂ x = tieLine k x₁ x₂ c₁ c₂ x
      + k / 2 * (x - (x₂ + tieSlope x₁ x₂ c₁ c₂ / k)) ^ 2 := by
  have h : tieSlope x₁ x₂ c₁ c₂ * (x₂ - x₁) = c₂ - c₁ :=
    div_mul_cancel₀ _ (sub_pos.2 hx).ne'
  unfold phase tieLine
  generalize tieSlope x₁ x₂ c₁ c₂ = s at h ⊢
  have hc : c₂ = c₁ + s * (x₂ - x₁) := by linarith
  have hk' := hk.ne'
  rw [hc]
  field_simp
  ring
```

With different stiffnesses k₁ and k₂, a common tangent of slope p must satisfy

c₂ − c₁ = p(x₂ − x₁) + (p²/2)(1/k₂ − 1/k₁),

which is quadratic in p and may have no real solution. If there is one, the contact points are shifted from the centres by p/k₁ and p/k₂, which differ unless p = 0.

## k > 0: each phase is stable on its own

Positive k means that a homogeneous phase resists small fluctuations of x. By hand, it makes deviations from the tangent cost energy. With u₊ = max(u, 0), the two identities combine into

E(x) = L(x) + (k/2)[(α − x)₊² + (x − β)₊²].

```lean
/-- The piecewise free energy is the tie line plus a quadratic cost for leaving the
coexistence interval on either side. -/
theorem envelope_eq (hk : 0 < k) (hx : x₁ < x₂) (c₁ c₂ x : ℝ) :
    envelope k x₁ x₂ c₁ c₂ x = tieLine k x₁ x₂ c₁ c₂ x
      + k / 2 * (max (x₁ + tieSlope x₁ x₂ c₁ c₂ / k - x) 0 ^ 2
        + max (x - (x₂ + tieSlope x₁ x₂ c₁ c₂ / k)) 0 ^ 2) := by
  have e1 := phase_one_eq hk x₁ x₂ c₁ c₂ x
  have e2 := phase_two_eq hk hx c₁ c₂ x
  unfold envelope
  generalize tieSlope x₁ x₂ c₁ c₂ / k = d at e1 e2 ⊢
  split_ifs with h1 h2
  · rw [max_eq_left (by linarith : (0 : ℝ) ≤ x₁ + d - x),
      max_eq_right (by linarith : x - (x₂ + d) ≤ 0), e1]
    ring
  · rw [max_eq_right (by linarith : x₁ + d - x ≤ 0),
      max_eq_right (by linarith : x - (x₂ + d) ≤ 0)]
    ring
  · rw [max_eq_right (by linarith : x₁ + d - x ≤ 0),
      max_eq_left (by linarith : (0 : ℝ) ≤ x - (x₂ + d)), e2]
    ring
```

For weights a, b ≥ 0 with a + b = 1, put U = u₊ and V = v₊. Then (au + bv)₊ ≤ aU + bV, and

aU² + bV² − (aU + bV)² = ab(U − V)² ≥ 0.

Hence the squared positive part is convex. L is affine and k/2 is positive, so E is convex. In the proof, `key` is the inequality for squared positive parts, `e3` says that L is affine, and `hk` allows the multiplication by k/2.

```lean
/-- The piecewise free energy is convex. -/
theorem envelope_convex (hk : 0 < k) (hx : x₁ < x₂) (c₁ c₂ : ℝ) :
    ConvexOn ℝ univ (envelope k x₁ x₂ c₁ c₂) := by
  refine ⟨convex_univ, fun x _ y _ a b ha hb hab => ?_⟩
  -- the squared positive part is convex
  have key : ∀ u v : ℝ, max (a * u + b * v) 0 ^ 2 ≤ a * max u 0 ^ 2 + b * max v 0 ^ 2 := by
    intro u v
    have hU := le_max_right u 0
    have hV := le_max_right v 0
    have h : max (a * u + b * v) 0 ≤ a * max u 0 + b * max v 0 :=
      max_le (add_le_add (mul_le_mul_of_nonneg_left (le_max_left u 0) ha)
        (mul_le_mul_of_nonneg_left (le_max_left v 0) hb))
        (add_nonneg (mul_nonneg ha hU) (mul_nonneg hb hV))
    have h2 := pow_le_pow_left₀ (le_max_right (a * u + b * v) 0) h 2
    have h3 : a * max u 0 ^ 2 + b * max v 0 ^ 2 - (a * max u 0 + b * max v 0) ^ 2
        = a * b * (max u 0 - max v 0) ^ 2 := by
      have hb' : b = 1 - a := by linarith
      rw [hb']
      ring
    have h4 := mul_nonneg (mul_nonneg ha hb) (sq_nonneg (max u 0 - max v 0))
    linarith
  have e3 : tieLine k x₁ x₂ c₁ c₂ (a * x + b * y)
      = a * tieLine k x₁ x₂ c₁ c₂ x + b * tieLine k x₁ x₂ c₁ c₂ y := by
    unfold tieLine
    linear_combination (-(c₁ - tieSlope x₁ x₂ c₁ c₂ * x₁
      - tieSlope x₁ x₂ c₁ c₂ ^ 2 / (2 * k))) * hab
  simp only [smul_eq_mul, envelope_eq hk hx]
  rw [e3]
  generalize tieSlope x₁ x₂ c₁ c₂ / k = d
  have h1 := key (x₁ + d - x) (x₁ + d - y)
  have h2 := key (x - (x₂ + d)) (y - (x₂ + d))
  rw [show a * (x₁ + d - x) + b * (x₁ + d - y) = x₁ + d - (a * x + b * y) by
    linear_combination (x₁ + d) * hab] at h1
  rw [show a * (x - (x₂ + d)) + b * (y - (x₂ + d)) = a * x + b * y - (x₂ + d) by
    linear_combination (-(x₂ + d)) * hab] at h2
  have h := mul_le_mul_of_nonneg_left (add_le_add h1 h2) (by positivity : 0 ≤ k / 2)
  linarith
```

For k < 0 both curves fall without bound on both sides faster than any straight line, so no convex function lies below them and there is no envelope. For k = 0 the phases are constants and the envelope is the lower constant.

## x₁ < x₂: two distinct phases, labelled in order

The strict inequality says that the phases prefer different values of x. By hand, it first decides which phase is lower outside the interval:

f₂(x) − f₁(x) = (k/2)(x₂ − x₁)(α + β − 2x).

This is nonnegative for x ≤ α and nonpositive for x ≥ β. Between them, both squares above L are nonnegative. So E ≤ min(f₁, f₂) everywhere, and the proof treats the same three cases.

```lean
/-- The piecewise free energy lies nowhere above either phase. -/
theorem envelope_le (hk : 0 < k) (hx : x₁ < x₂) (c₁ c₂ x : ℝ) :
    envelope k x₁ x₂ c₁ c₂ x ≤ min (phase k x₁ c₁ x) (phase k x₂ c₂ x) := by
  have e1 := phase_one_eq hk x₁ x₂ c₁ c₂ x
  have e2 := phase_two_eq hk hx c₁ c₂ x
  have hD := sub_pos.2 hx
  unfold envelope
  generalize tieSlope x₁ x₂ c₁ c₂ / k = d at e1 e2 ⊢
  split_ifs with h1 h2
  · have p := mul_nonneg hk.le (mul_nonneg hD.le
      (by linarith : 0 ≤ x₁ + d + (x₂ + d) - 2 * x))
    exact le_min le_rfl (by nlinarith [p])
  · exact le_min (by rw [e1]; exact le_add_of_nonneg_right (by positivity))
      (by rw [e2]; exact le_add_of_nonneg_right (by positivity))
  · have p := mul_nonneg hk.le (mul_nonneg hD.le
      (by linarith : 0 ≤ 2 * x - (x₁ + d) - (x₂ + d)))
    exact le_min (by nlinarith [p]) le_rfl
```

It also permits the lever rule. For α < x ≤ β, the fraction of phase 2 is

t = (x − α)/(x₂ − x₁), so that (1 − t)α + tβ = x.

The mixture has energy (1 − t)L(α) + tL(β) = L(x) = E(x). Outside the interval a pure phase suffices, with t = 0 or t = 1.

```lean
/-- Every value of the piecewise free energy is the energy of a mixture of the two phases
with the prescribed mean order parameter. -/
theorem exists_mixture (hk : 0 < k) (hx : x₁ < x₂) (c₁ c₂ x : ℝ) :
    ∃ t y₁ y₂ : ℝ, 0 ≤ t ∧ t ≤ 1 ∧ (1 - t) * y₁ + t * y₂ = x ∧
      envelope k x₁ x₂ c₁ c₂ x = (1 - t) * phase k x₁ c₁ y₁ + t * phase k x₂ c₂ y₂ := by
  have hD := sub_pos.2 hx
  unfold envelope
  split_ifs with h1 h2
  · exact ⟨0, x, x, le_rfl, zero_le_one, by ring, by ring⟩
  · -- the lever rule fixes the fraction of the second phase
    obtain ⟨t, ht0⟩ : ∃ t, t = (x - (x₁ + tieSlope x₁ x₂ c₁ c₂ / k)) / (x₂ - x₁) := ⟨_, rfl⟩
    have ht : t * (x₂ - x₁) = x - (x₁ + tieSlope x₁ x₂ c₁ c₂ / k) := by
      rw [ht0]
      exact div_mul_cancel₀ _ hD.ne'
    refine ⟨t, x₁ + tieSlope x₁ x₂ c₁ c₂ / k, x₂ + tieSlope x₁ x₂ c₁ c₂ / k, ?_, ?_, ?_, ?_⟩
    · rw [ht0]
      exact div_nonneg (by linarith) hD.le
    · rw [ht0]
      exact (div_le_one hD).2 (by linarith)
    · linear_combination ht
    · rw [phase_one_eq hk x₁ x₂ c₁ c₂, phase_two_eq hk hx c₁ c₂]
      unfold tieLine
      linear_combination (-tieSlope x₁ x₂ c₁ c₂) * ht
  · exact ⟨1, x, x, zero_le_one, le_rfl, by ring, by ring⟩
```

If g is convex and lies nowhere above either phase, then for this mixture, with phase values y₁ and y₂,

g(x) ≤ (1 − t)g(y₁) + t g(y₂) ≤ (1 − t)f₁(y₁) + t f₂(y₂) = E(x).

This is the main theorem. `ConvexOn ℝ univ` means convexity on the whole line, and `IsGreatest` compares functions pointwise: E belongs to the set of convex functions below both phases, and every member of the set lies below E.

```lean
/-- The piecewise free energy is the convex envelope of the two phases: the greatest convex
function that lies nowhere above their minimum. -/
theorem envelope_isGreatest (hk : 0 < k) (hx : x₁ < x₂) (c₁ c₂ : ℝ) :
    IsGreatest {g : ℝ → ℝ | ConvexOn ℝ univ g ∧
      ∀ x, g x ≤ min (phase k x₁ c₁ x) (phase k x₂ c₂ x)} (envelope k x₁ x₂ c₁ c₂) := by
  refine ⟨⟨envelope_convex hk hx c₁ c₂, envelope_le hk hx c₁ c₂⟩, ?_⟩
  rintro g ⟨hg, hle⟩ x
  obtain ⟨t, y₁, y₂, h0, h1, hm, hE⟩ := exists_mixture hk hx c₁ c₂ x
  have h := hg.2 (mem_univ y₁) (mem_univ y₂) (sub_nonneg.2 h1) h0 (by ring)
  simp only [smul_eq_mul] at h
  rw [hm] at h
  rw [hE]
  exact h.trans (add_le_add
    (mul_le_mul_of_nonneg_left ((hle y₁).trans (min_le_left _ _)) (sub_nonneg.2 h1))
    (mul_le_mul_of_nonneg_left ((hle y₂).trans (min_le_right _ _)) h0))
```

The thermodynamic reading is that E(x) is the least energy over all two-phase mixtures with mean x. Convexity of E and E ≤ min(f₁, f₂) show that no mixture has less energy, and the mixture found above attains the value.

```lean
/-- The convex envelope at `x` is the least free energy among all mixtures of the two phases
with mean order parameter `x`. -/
theorem envelope_isLeast_mixture (hk : 0 < k) (hx : x₁ < x₂) (c₁ c₂ x : ℝ) :
    IsLeast {F : ℝ | ∃ t y₁ y₂ : ℝ, 0 ≤ t ∧ t ≤ 1 ∧ (1 - t) * y₁ + t * y₂ = x ∧
      F = (1 - t) * phase k x₁ c₁ y₁ + t * phase k x₂ c₂ y₂}
      (envelope k x₁ x₂ c₁ c₂ x) := by
  refine ⟨exists_mixture hk hx c₁ c₂ x, ?_⟩
  rintro F ⟨t, y₁, y₂, h0, h1, hm, rfl⟩
  have h := (envelope_convex hk hx c₁ c₂).2 (mem_univ y₁) (mem_univ y₂)
    (sub_nonneg.2 h1) h0 (by ring)
  simp only [smul_eq_mul] at h
  rw [hm] at h
  exact h.trans (add_le_add
    (mul_le_mul_of_nonneg_left ((envelope_le hk hx c₁ c₂ y₁).trans (min_le_left _ _))
      (sub_nonneg.2 h1))
    (mul_le_mul_of_nonneg_left ((envelope_le hk hx c₁ c₂ y₂).trans (min_le_right _ _)) h0))
```

If x₁ = x₂, the parabolas share a centre, the lower one is the envelope, and no coexistence interval remains. If x₁ > x₂, exchanging the labels restores the hypothesis.

## No condition on the offsets

The minima c₁ and c₂ may be any real numbers. Their difference moves the coexistence interval but leaves its width x₂ − x₁ unchanged. Separation into two phases lowers the energy exactly for α < x < β, where E = L and both squares above L are positive.

```lean
/-- The convex envelope is strictly below both phases exactly inside the open interval
between `x₁ + s/k` and `x₂ + s/k`. -/
theorem envelope_lt_iff (hk : 0 < k) (hx : x₁ < x₂) (c₁ c₂ x : ℝ) :
    envelope k x₁ x₂ c₁ c₂ x < min (phase k x₁ c₁ x) (phase k x₂ c₂ x) ↔
      x ∈ Ioo (x₁ + tieSlope x₁ x₂ c₁ c₂ / k) (x₂ + tieSlope x₁ x₂ c₁ c₂ / k) := by
  have e1 := phase_one_eq hk x₁ x₂ c₁ c₂ x
  have e2 := phase_two_eq hk hx c₁ c₂ x
  unfold envelope
  generalize tieSlope x₁ x₂ c₁ c₂ / k = d at e1 e2 ⊢
  rw [lt_min_iff, mem_Ioo]
  split_ifs with h1 h2
  · exact ⟨fun h => absurd h.1 (lt_irrefl _), fun h => absurd h1 (not_le_of_gt h.1)⟩
  · constructor
    · rintro ⟨_, h⟩
      refine ⟨not_le.1 h1, lt_of_le_of_ne h2 fun e => ?_⟩
      have hz : x - (x₂ + d) = 0 := by linarith
      rw [e2, hz] at h
      norm_num at h
    · rintro ⟨ha, hb⟩
      have p1 := mul_pos (half_pos hk) (pow_pos (sub_pos.2 ha) 2)
      have p2 := mul_pos (half_pos hk) (pow_pos (sub_pos.2 hb) 2)
      exact ⟨by linarith, by nlinarith [p2]⟩
  · exact ⟨fun h => absurd h.2 (lt_irrefl _), fun h => absurd h.2.le h2⟩
```

There the gain is

min(f₁, f₂) − E = (k/2) min((x − α)², (β − x)²) ≤ k(x₂ − x₁)²/8,

with equality only at the midpoint. The proof compares x with the midpoint: to its left f₁ bounds the gain, to its right f₂ does.

```lean
/-- The free energy gained by phase separation is at most `k (x₂ - x₁)² / 8`, and this value
is reached exactly at the midpoint of the coexistence interval. -/
theorem separation_gain (hk : 0 < k) (hx : x₁ < x₂) (c₁ c₂ x : ℝ) :
    min (phase k x₁ c₁ x) (phase k x₂ c₂ x) - envelope k x₁ x₂ c₁ c₂ x
        ≤ k * (x₂ - x₁) ^ 2 / 8 ∧
      (min (phase k x₁ c₁ x) (phase k x₂ c₂ x) - envelope k x₁ x₂ c₁ c₂ x
        = k * (x₂ - x₁) ^ 2 / 8 ↔ x = (x₁ + x₂) / 2 + tieSlope x₁ x₂ c₁ c₂ / k) := by
  have e1 := phase_one_eq hk x₁ x₂ c₁ c₂ x
  have e2 := phase_two_eq hk hx c₁ c₂ x
  have hl := min_le_left (phase k x₁ c₁ x) (phase k x₂ c₂ x)
  have hr := min_le_right (phase k x₁ c₁ x) (phase k x₂ c₂ x)
  have hK : 0 < k * (x₂ - x₁) ^ 2 / 8 :=
    div_pos (mul_pos hk (pow_pos (sub_pos.2 hx) 2)) (by norm_num)
  unfold envelope
  generalize tieSlope x₁ x₂ c₁ c₂ / k = d at e1 e2 ⊢
  split_ifs with h1 h2
  · exact ⟨by linarith, fun h => by exfalso; linarith, fun h => by exfalso; linarith⟩
  · have h1' := not_le.1 h1
    rcases lt_trichotomy x ((x₁ + x₂) / 2 + d) with hm | hm | hm
    · -- left of the midpoint the first phase bounds the gain
      have p := mul_pos hk (mul_pos (by linarith : 0 < (x₂ - x₁) / 2 - (x - (x₁ + d)))
        (by linarith : 0 < (x₂ - x₁) / 2 + (x - (x₁ + d))))
      have hlt : min (phase k x₁ c₁ x) (phase k x₂ c₂ x) - tieLine k x₁ x₂ c₁ c₂ x
          < k * (x₂ - x₁) ^ 2 / 8 := by nlinarith [p, hl, e1]
      exact ⟨hlt.le, fun h => absurd h hlt.ne, fun h => absurd h hm.ne⟩
    · have a1 : phase k x₁ c₁ x = tieLine k x₁ x₂ c₁ c₂ x + k * (x₂ - x₁) ^ 2 / 8 := by
        rw [e1, show x - (x₁ + d) = (x₂ - x₁) / 2 by linarith]
        ring
      have a2 : phase k x₂ c₂ x = tieLine k x₁ x₂ c₁ c₂ x + k * (x₂ - x₁) ^ 2 / 8 := by
        rw [e2, show x - (x₂ + d) = -((x₂ - x₁) / 2) by linarith]
        ring
      rw [a1, a2, min_self]
      exact ⟨by linarith, fun _ => hm, fun _ => by ring⟩
    · -- right of the midpoint the second phase bounds the gain
      have p := mul_pos hk (mul_pos (by linarith : 0 < (x₂ - x₁) / 2 - (x₂ + d - x))
        (by linarith : 0 < (x₂ - x₁) / 2 + (x₂ + d - x)))
      have hlt : min (phase k x₁ c₁ x) (phase k x₂ c₂ x) - tieLine k x₁ x₂ c₁ c₂ x
          < k * (x₂ - x₁) ^ 2 / 8 := by nlinarith [p, hr, e2]
      exact ⟨hlt.le, fun h => absurd h hlt.ne, fun h => absurd h hm.ne'⟩
  · exact ⟨by linarith, fun h => by exfalso; linarith, fun h => by exfalso; linarith⟩

end

end ParabolicPhaseEnvelope
```

```lean
#print axioms ParabolicPhaseEnvelope.envelope_isGreatest
-- 'ParabolicPhaseEnvelope.envelope_isGreatest' depends on axioms: [propext, Classical.choice, Quot.sound]
#print axioms ParabolicPhaseEnvelope.envelope_isLeast_mixture
-- 'ParabolicPhaseEnvelope.envelope_isLeast_mixture' depends on axioms: [propext, Classical.choice, Quot.sound]
#print axioms ParabolicPhaseEnvelope.envelope_lt_iff
-- 'ParabolicPhaseEnvelope.envelope_lt_iff' depends on axioms: [propext, Classical.choice, Quot.sound]
#print axioms ParabolicPhaseEnvelope.separation_gain
-- 'ParabolicPhaseEnvelope.separation_gain' depends on axioms: [propext, Classical.choice, Quot.sound]
```

## The real line as domain, and use in a code

The order parameter ranges over all real numbers, whereas a mole fraction lies in [0, 1]. E restricted to [0, 1] is still the envelope there as long as neither 0 nor 1 lies strictly between α and β; otherwise the envelope on [0, 1] has to be recomputed. The model contains bulk free energies only, without interfacial or elastic terms.

A code for this model can compute s, α and β once, then select the branch for each x and return t on the middle one. For k = 10, x₁ = 0.2, x₂ = 0.8, c₁ = 0 and c₂ = 0.6, this gives s = 1, α = 0.3 and β = 0.9. At x = 0.6 the phase fractions are equal, either phase, if homogeneous at this x, would have energy 0.8, and the envelope has 0.35; the gain 0.45 equals k(x₂ − x₁)²/8. Such values can test a general common-tangent solver for simulations, within this two-phase model of equal curvatures.
